# With heat flowing along the columns of a brick composite, averaging the columns first never gives a higher conductivity than averaging the layers first

## Four bricks, two answers

Heat flows downwards through four equal bricks in a square. The sides are insulated, and the top and bottom faces are each at a uniform temperature. The upper layer has conductivities 1 and 3, the lower layer 3 and 1. What is the conductivity of the block?

Suppose first that no heat crosses between the two columns. Each column is a series connection of 1 and 3 with equal thicknesses:

(½/1 + ½/3)⁻¹ = 3/2.

Both columns give 3/2, and so does their parallel average.

Suppose instead that the temperature is uniform across the plane between the layers. Each layer is then a parallel connection with conductivity (1 + 3)/2 = 2, and two such layers in series give 2.

The second answer is larger because heat may move sideways at the middle plane. It can pass through the good conductor in the upper layer and then through the good conductor in the lower one.

## Layers, columns and their averages

In general, layers i are stacked along the mean gradient with thickness fractions w_i, and columns j stand side by side with area fractions v_j. Brick (i, j) has conductivity k_ij > 0. Define

P_i = ∑_j v_j k_ij (layer i in parallel)

S_j = (∑_i w_i / k_ij)⁻¹ (column j in series)

L = (∑_i w_i / P_i)⁻¹ (layer model)

C = ∑_j v_j S_j (column model)

The claim is C ≤ L. In Lean, L is `seriesOfParallel w v k` and C is `parallelOfSeries w v k`. The finite types `ι` and `κ` label layers and columns, so `κ` is not a conductivity here.

The theorem `brick_bound` assumes positive weights, positive conductivities and at least one layer and one column. The weights need not sum to 1: rescaling w or v multiplies both sides by the same factor. With both sums equal to 1, `brick_hierarchy` adds the outer bounds:

(∑_ij w_i v_j / k_ij)⁻¹ ≤ C ≤ L ≤ ∑_ij w_i v_j k_ij.

These theorems compare formulas. For a block with scalar brick conductivities, perfect contact between bricks, insulated sides and a uniform temperature on each end face, the conductivity lies between C and L when both sets of weights sum to 1. That is a further step, which can be made with the variational principles of steady heat conduction and is not proved here.

When conductivities from lattice dynamics are coarse-grained for a continuum simulation, the inequality tells which order of averaging gives the larger value whenever the two differ, for a finite grid of bricks with local scalar conductivities and no interface resistance.

## A trial gradient in one column

Take one column with conductivities k_i and series average S = (∑_i w_i / k_i)⁻¹. Let g_i be any trial gradient with ∑_i w_i g_i = 1. Expanding the square gives

∑_i w_i k_i (g_i − S/k_i)²
= ∑_i w_i k_i g_i² − 2S ∑_i w_i g_i + S² ∑_i w_i / k_i
= ∑_i w_i k_i g_i² − 2S + S.

Hence

∑_i w_i k_i g_i² = S + ∑_i w_i k_i (g_i − S/k_i)².  (1)

The left side is called the dissipation; for electrical conduction and weights of unit sum it is the Joule heating power per volume at unit mean field. The gradient S/k_i, which carries the same flux S through every brick, minimises it.

## The layer gradient in every column

The layer model has the gradient g_i = L/P_i in layer i, the same in all columns. It is admissible, since ∑_i w_i L/P_i = 1. Apply (1) to each column j, multiply by v_j and sum. The left side becomes

∑_j v_j ∑_i w_i k_ij g_i² = ∑_i w_i g_i² P_i = L ∑_i w_i g_i = L,

because g_i P_i = L. Therefore

L = C + ∑_j v_j ∑_i w_i k_ij (L/P_i − S_j/k_ij)².  (2)

The last sum is nonnegative, so C ≤ L.

For the four bricks, L/P_i = 1, while S_j/k_ij is 3/2 in the poor conductors and 1/2 in the good ones. Every squared difference is 1/4 and every brick has weight 1/4, so the sum is (1 + 3 + 3 + 1)/16 = 1/2, which is 2 − 3/2.

By (2), the models agree exactly when every difference vanishes, which means k_ij = a_i b_j with positive a_i and b_j; this equality case is a remark without a Lean theorem behind it.

For the outer bounds, let the weights sum to 1 and put g_i = 1 in (1). This gives series ≤ parallel. Applied to the P_i with weights w_i, it bounds L from above. Applied to the S_j with weights v_j, it bounds C from below, since 1/S_j = ∑_i w_i / k_ij.

## Definitions and theorems in Lean

```lean
import Mathlib

open Finset

namespace CompositeBrickBounds

noncomputable section

variable {ι κ : Type*} [Fintype ι] [Fintype κ]

/-- Weighted sum of the conductivities of elements side by side; for positive weights of unit sum it
is their weighted arithmetic mean, the effective conductivity in parallel. -/
def parallel (v k : κ → ℝ) : ℝ := ∑ j, v j * k j

/-- Inverse of the weighted sum of the resistivities of elements in a row; for positive
conductivities and positive weights of unit sum it is the weighted harmonic mean of the
conductivities, the effective conductivity in series. -/
def series (w k : ι → ℝ) : ℝ := (∑ i, w i / k i)⁻¹

/-- Layer model: each layer `i` is averaged in parallel, then the layers are put in series
(for positive conductivities and weights on a nonempty grid). -/
def seriesOfParallel (w : ι → ℝ) (v : κ → ℝ) (k : ι → κ → ℝ) : ℝ :=
  series w (fun i => parallel v (k i))

/-- Column model: each column `j` is averaged in series, then the columns are put in parallel
(for positive conductivities and weights on a nonempty grid). -/
def parallelOfSeries (w : ι → ℝ) (v : κ → ℝ) (k : ι → κ → ℝ) : ℝ :=
  parallel v (fun j => series w (fun i => k i j))

/-- Difference between the local gradients that the layer model and the column model assign to brick
`(i, j)` when the `w`-weighted sum of the gradients in each column is 1 (for positive conductivities
and weights on a nonempty grid). -/
def gradientMismatch (w : ι → ℝ) (v : κ → ℝ) (k : ι → κ → ℝ) (i : ι) (j : κ) : ℝ :=
  seriesOfParallel w v k / parallel v (k i) - series w (fun i => k i j) / k i j

variable {w : ι → ℝ} {v : κ → ℝ}

/-- A finite family whose sum is one has at least one member. -/
lemma nonempty_of_sum {f : ι → ℝ} (h : ∑ i, f i = 1) : Nonempty ι := by
  by_contra hn
  rw [not_nonempty_iff] at hn
  simp at h

/-- On a nonempty set of elements, the series average of positive conductivities with positive
weights is positive. -/
lemma series_pos [Nonempty ι] {k : ι → ℝ} (hw : ∀ i, 0 < w i) (hk : ∀ i, 0 < k i) :
    0 < series w k :=
  inv_pos.mpr (sum_pos (fun i _ => div_pos (hw i) (hk i)) univ_nonempty)

/-- For positive conductivities and weights, the dissipation of a trial gradient `g` whose
`w`-weighted sum is 1 is the series average plus a weighted sum of squared deviations from
`series w k / k i`. -/
theorem dissipation_identity {k : ι → ℝ} (hw : ∀ i, 0 < w i) (hk : ∀ i, 0 < k i)
    (g : ι → ℝ) (hg : ∑ i, w i * g i = 1) :
    ∑ i, w i * k i * g i ^ 2 =
      series w k + ∑ i, w i * k i * (g i - series w k / k i) ^ 2 := by
  have := nonempty_of_sum hg
  have hS : series w k * ∑ i, w i / k i = 1 :=
    inv_mul_cancel₀ (inv_pos.mp (series_pos hw hk)).ne'
  -- expand the square under the sum
  have e : ∑ i, w i * k i * (g i - series w k / k i) ^ 2 =
      ∑ i, w i * k i * g i ^ 2 - 2 * series w k * ∑ i, w i * g i
        + series w k ^ 2 * ∑ i, w i / k i := by
    rw [mul_sum, mul_sum, ← sum_sub_distrib, ← sum_add_distrib]
    refine sum_congr rfl fun i _ => ?_
    have h : k i * (k i)⁻¹ = 1 := mul_inv_cancel₀ (hk i).ne'
    simp only [div_eq_mul_inv]
    linear_combination
      (-2 * w i * g i * series w k + w i * series w k ^ 2 * (k i)⁻¹) * h
  linear_combination -e + 2 * series w k * hg - series w k * hS

/-- For positive conductivities and positive weights of unit sum, the series average is at most
the parallel average. -/
theorem series_le_parallel {k : ι → ℝ} (hw : ∀ i, 0 < w i) (hk : ∀ i, 0 < k i)
    (h1 : ∑ i, w i = 1) : series w k ≤ parallel w k := by
  -- the uniform gradient is an admissible trial field
  have h := dissipation_identity hw hk (fun _ => 1) (by simpa using h1)
  have h0 : 0 ≤ ∑ i, w i * k i * (1 - series w k / k i) ^ 2 :=
    sum_nonneg fun i _ => mul_nonneg (mul_pos (hw i) (hk i)).le (sq_nonneg _)
  simp only [one_pow, mul_one] at h
  unfold parallel
  linarith

/-- For positive conductivities and weights on a nonempty grid, the layer model exceeds the
column model by the dissipation of the gradient mismatch. -/
theorem brick_gap [Nonempty ι] [Nonempty κ] {k : ι → κ → ℝ} (hw : ∀ i, 0 < w i)
    (hv : ∀ j, 0 < v j) (hk : ∀ i j, 0 < k i j) :
    seriesOfParallel w v k = parallelOfSeries w v k +
      ∑ j, v j * ∑ i, w i * k i j * gradientMismatch w v k i j ^ 2 := by
  have hp : ∀ i, 0 < parallel v (k i) := fun i =>
    sum_pos (fun j _ => mul_pos (hv j) (hk i j)) univ_nonempty
  have hS : seriesOfParallel w v k * ∑ i, w i / parallel v (k i) = 1 :=
    inv_mul_cancel₀ (inv_pos.mp (series_pos hw hp)).ne'
  -- the gradient of the layer model serves as trial field in every column
  obtain ⟨g, hgdef⟩ : ∃ g : ι → ℝ, ∀ i, g i = seriesOfParallel w v k / parallel v (k i) :=
    ⟨_, fun _ => rfl⟩
  have hg : ∑ i, w i * g i = 1 := by
    refine Eq.trans ?_ hS
    rw [mul_sum]
    exact sum_congr rfl fun i _ => by rw [hgdef]; ring
  have hE : ∑ j, v j * ∑ i, w i * k i j * g i ^ 2 = seriesOfParallel w v k := by
    calc ∑ j, v j * ∑ i, w i * k i j * g i ^ 2
        = ∑ i, w i * g i ^ 2 * parallel v (k i) := by
          simp only [parallel, mul_sum]
          rw [sum_comm]
          exact sum_congr rfl fun i _ => sum_congr rfl fun j _ => by ring
      _ = ∑ i, seriesOfParallel w v k * (w i * g i) := by
          refine sum_congr rfl fun i _ => ?_
          have h : g i * parallel v (k i) = seriesOfParallel w v k := by
            rw [hgdef, div_mul_cancel₀ _ (hp i).ne']
          linear_combination w i * g i * h
      _ = seriesOfParallel w v k := by rw [← mul_sum, hg, mul_one]
  refine hE.symm.trans ?_
  unfold parallelOfSeries
  rw [parallel, ← sum_add_distrib]
  refine sum_congr rfl fun j _ => ?_
  rw [dissipation_identity hw (fun i => hk i j) g hg, mul_add]
  simp only [gradientMismatch, hgdef]

/-- Brick bound: for positive conductivities and weights on a nonempty grid, the parallel average
of the series averages is at most the series average of the parallel averages. -/
theorem brick_bound [Nonempty ι] [Nonempty κ] {k : ι → κ → ℝ} (hw : ∀ i, 0 < w i)
    (hv : ∀ j, 0 < v j) (hk : ∀ i j, 0 < k i j) :
    parallelOfSeries w v k ≤ seriesOfParallel w v k := by
  rw [brick_gap hw hv hk]
  exact le_add_of_nonneg_right (sum_nonneg fun j _ => mul_nonneg (hv j).le
    (sum_nonneg fun i _ => mul_nonneg (mul_pos (hw i) (hk i j)).le (sq_nonneg _)))

/-- For positive conductivities and positive weights of unit sum, the two brick models are ordered
and lie between the harmonic and the arithmetic mean over all bricks. -/
theorem brick_hierarchy {k : ι → κ → ℝ} (hw : ∀ i, 0 < w i) (hv : ∀ j, 0 < v j)
    (hk : ∀ i j, 0 < k i j) (hw1 : ∑ i, w i = 1) (hv1 : ∑ j, v j = 1) :
    (∑ i, ∑ j, w i * v j / k i j)⁻¹ ≤ parallelOfSeries w v k ∧
      parallelOfSeries w v k ≤ seriesOfParallel w v k ∧
      seriesOfParallel w v k ≤ ∑ i, ∑ j, w i * v j * k i j := by
  have := nonempty_of_sum hw1
  have := nonempty_of_sum hv1
  refine ⟨?_, brick_bound hw hv hk, ?_⟩
  · have e : (∑ i, ∑ j, w i * v j / k i j)⁻¹ =
        series v (fun j => series w (fun i => k i j)) := by
      simp only [series, div_inv_eq_mul, mul_sum]
      rw [sum_comm]
      congr 1
      exact sum_congr rfl fun j _ => sum_congr rfl fun i _ => by ring
    rw [e]
    exact series_le_parallel hv (fun j => series_pos hw (fun i => hk i j)) hv1
  · have e : ∑ i, ∑ j, w i * v j * k i j = parallel w (fun i => parallel v (k i)) := by
      simp only [parallel, mul_sum, mul_assoc]
    rw [e]
    exact series_le_parallel hw
      (fun i => sum_pos (fun j _ => mul_pos (hv j) (hk i j)) univ_nonempty) hw1

/-- A two-by-two checkerboard of conductivities 1 and 3 with equal weights has the value 3/2 in
the column model and 2 in the layer model. -/
theorem checkerboard :
    parallelOfSeries (fun _ : Fin 2 => 1 / 2) (fun _ : Fin 2 => 1 / 2)
        (fun i j => if i = j then 1 else 3) = 3 / 2 ∧
      seriesOfParallel (fun _ : Fin 2 => 1 / 2) (fun _ : Fin 2 => 1 / 2)
        (fun i j => if i = j then 1 else 3) = 2 := by
  constructor <;>
    norm_num [parallelOfSeries, seriesOfParallel, series, parallel, Fin.sum_univ_two]

end

end CompositeBrickBounds
```

```lean
#print axioms CompositeBrickBounds.brick_bound
#print axioms CompositeBrickBounds.brick_hierarchy
#print axioms CompositeBrickBounds.checkerboard
```

```
'CompositeBrickBounds.brick_bound' depends on axioms: [propext, Classical.choice, Quot.sound]
'CompositeBrickBounds.brick_hierarchy' depends on axioms: [propext, Classical.choice, Quot.sound]
'CompositeBrickBounds.checkerboard' depends on axioms: [propext, Classical.choice, Quot.sound]
```

## Completed squares in the Lean proof

`dissipation_identity` is equation (1). Its step `hS` says S ∑_i w_i / k_i = 1, which uses the positivity from `series_pos`. Step `e` expands the square term by term, and the final `linear_combination` combines the result with the constraint `hg` and with `hS`.

`brick_gap` is equation (2), with the difference in brackets named `gradientMismatch`. The trial gradient `g` is introduced with its defining equation, and `hg` checks that it is admissible. The calculation `hE` exchanges the two sums, replaces g_i P_i by L and takes L out of the sum. Then `dissipation_identity` is applied in each column.

`brick_bound` follows because each term of the gap is a product of nonnegative factors.

`series_le_parallel` is the case g_i = 1. `brick_hierarchy` uses it twice, after rewriting each double sum as an average of averages. There `nonempty_of_sum` supplies the layer and the column that `brick_bound` requires, since an empty sum cannot equal 1.

`checkerboard` evaluates the four-brick example and confirms 3/2 and 2, so the inequality can be strict.
